# Differentiable curves of real idempotent matrices have constant trace

A density matrix is taken here to be a real $n\times n$ matrix $P$ with $P^2=P$, written in a finite orthonormal basis of spin orbitals. Symmetry is not required. The electron number is $N=\operatorname{tr}P$, and the velocity of a curve of such matrices is its entrywise derivative. When $P$ is also symmetric, it is the orthogonal projector onto the occupied orbitals of a single Slater determinant. Its eigenvectors, the natural orbitals, are then each either fully occupied or empty, although a basis orbital may be fractionally occupied.

Let $P(t)$ be idempotent and have velocity $D(t)$ at every real $t$. Then $\operatorname{tr}D(t)=0$ for all $t$, and $\operatorname{tr}P(s)=\operatorname{tr}P(t)$ for all $s$ and $t$. No equation of motion is assumed. For self-consistent-field calculations with a single determinant in a finite real basis, this means that a differentiable path of idempotent densities cannot connect two electron numbers.

## From idempotency to a traceless velocity

Fix a time and write $P$ for the density and $X$ for its velocity there. The product rule applied to $P^2=P$ gives the tangent equation
$$XP+PX=X.$$
Multiply it by $P$ on both sides and use $P^2=P$:
$$PXP=PXP^2+P^2XP=2\,PXP,\qquad\text{so}\qquad PXP=0.$$
The occupied-occupied block of $X$ therefore vanishes. So does the virtual-virtual block:
$$(1-P)X(1-P)=X-(XP+PX)+PXP=0.$$
Only occupied-virtual mixing is left. By cyclicity of the trace,
$$\operatorname{tr}(PX)=\operatorname{tr}(P\,PX)=\operatorname{tr}(PXP)=0,$$
and hence $\operatorname{tr}X=\operatorname{tr}(XP)+\operatorname{tr}(PX)=2\operatorname{tr}(PX)=0$. Since $dN/dt=\operatorname{tr}D(t)=0$ at every time, $N$ is constant.

The smallest non-trivial size is $n=1$. The only idempotents are the numbers $0$ and $1$, and the tangent equation $2px=x$ forces $x=0$ at both: a single spin orbital has no direction in which to move.

The same size shows what each hypothesis does. Without idempotency, $P(t)=(t)$ is differentiable and its trace grows at unit rate. Without differentiability at every time, the curve that is $0$ for $t<0$ and $1$ for $t\ge 0$ is idempotent throughout, yet gains an electron at $t=0$.

## A curve for every tangent direction

Conversely, let $P^2=P$ and let $X$ solve the tangent equation. Define
$$\gamma(t)=(1+tXP)(P+tPX)(1-tXP).$$
Because $PXP=0$, we have $(XP)^2=X(PXP)=0$ and $(PX)^2=(PXP)X=0$. The first of these gives $(1-tXP)(1+tXP)=1$, so the outer factors are inverse to each other. The middle factor is idempotent:
$$(P+tPX)^2=P+t(PX+PXP)+t^2(PX)^2=P+tPX.$$
Thus $\gamma(t)$ is similar to an idempotent matrix and is itself idempotent. Moreover $\gamma(0)=P$, and
$$\gamma'(0)=XP\,P+PX-P\,XP=XP+PX-PXP=X.$$

This describes the tangent directions of the set of all idempotents, oblique projectors included. The symmetric ones of trace $N$ correspond to the points of the Grassmann manifold of $N$-dimensional occupied subspaces. The curve $\gamma$ can leave the set of symmetric matrices even when $P$ and $X$ are symmetric. For $P=\operatorname{diag}(1,0)$ and $X=\begin{pmatrix}0&1\\1&0\end{pmatrix}$, it is
$$\gamma(t)=\begin{pmatrix}1-t^2&t\\t-t^3&t^2\end{pmatrix}.$$

## Densities, velocities and tangent vectors in Lean

The type `n` labels the spin orbitals. It is finite but otherwise arbitrary, and `Matrix n n ℝ` is the type of real square matrices over it.

```lean
import Mathlib

open Matrix

namespace GrassmannTangent

noncomputable section

variable {n : Type*} [Fintype n] [DecidableEq n]
```

`HasEntryDerivAt A A' t` says that each entry of the curve `A` has the corresponding entry of `A'` as its derivative at `t`. No matrix norm has to be chosen.

```lean
/-- The matrix curve `A` has velocity `A'` at time `t`, entry by entry. -/
def HasEntryDerivAt {n : Type*} (A : ℝ → Matrix n n ℝ) (A' : Matrix n n ℝ) (t : ℝ) : Prop :=
  ∀ i j, HasDerivAt (fun s => A s i j) (A' i j) t
```

`IsTangent P X` is the tangent equation alone. Idempotency of `P` is a separate hypothesis wherever it is needed.

```lean
/-- The tangent equation at a real square matrix `P`: the linearisation of `P * P = P`. -/
def IsTangent {n : Type*} [Fintype n] (P X : Matrix n n ℝ) : Prop :=
  X * P + P * X = X
```

The next definition is the curve $\gamma$ above.

```lean
/-- A polynomial curve built from two real square matrices `P` and `X`. -/
def tangentCurve (P X : Matrix n n ℝ) (t : ℝ) : Matrix n n ℝ :=
  (1 + t • (X * P)) * (P + t • (P * X)) * (1 - t • (X * P))
```

## The velocity solves the tangent equation

An entry of a matrix product is a finite sum of products, so the matrix product rule follows from the scalar one, term by term. The order of the factors is kept, since matrices need not commute.

```lean
omit [DecidableEq n] in
/-- The product rule for matrix curves, with the order of the factors kept. -/
theorem HasEntryDerivAt.mul {A B : ℝ → Matrix n n ℝ} {A' B' : Matrix n n ℝ} {t : ℝ}
    (hA : HasEntryDerivAt A A' t) (hB : HasEntryDerivAt B B' t) :
    HasEntryDerivAt (fun s => A s * B s) (A' * B t + A t * B') t := by
  intro i j
  simp only [Matrix.mul_apply, Matrix.add_apply, ← Finset.sum_add_distrib]
  exact HasDerivAt.fun_sum fun k _ => (hA i k).fun_mul (hB k j)
```

Applied to `P` times itself, the rule gives the velocity $XP+PX$. Rewriting with `hP` turns the product curve back into `P`, whose velocity is `X`. Uniqueness of derivatives, entry by entry, equates the two. Idempotency is assumed at all times here, but differentiability only at the time `t` in question.

```lean
omit [DecidableEq n] in
/-- The velocity of a curve of idempotent density matrices solves the tangent equation. -/
theorem velocity_isTangent {P : ℝ → Matrix n n ℝ} {X : Matrix n n ℝ} {t : ℝ}
    (hP : ∀ s, P s * P s = P s) (hX : HasEntryDerivAt P X t) : IsTangent (P t) X := by
  have h := hX.mul hX
  simp only [hP] at h
  -- the same curve has only one velocity
  ext i j
  exact (h i j).unique (hX i j)
```

## Vanishing blocks and vanishing trace

In the proof of the block structure, `h1` is the identity $PXP=2PXP$ and `h0` concludes $PXP=0$. The last calculation expands the virtual-virtual block as was done by hand. `noncomm_ring` carries out the algebra without commuting any factors.

```lean
/-- A tangent vector at an idempotent `P` has no occupied-occupied block and no virtual-virtual
block. -/
theorem tangent_blocks {P X : Matrix n n ℝ} (hP : P * P = P) (hX : IsTangent P X) :
    P * X * P = 0 ∧ (1 - P) * X * (1 - P) = 0 := by
  have h : X * P + P * X = X := hX
  -- sandwiching the tangent equation between projectors doubles the occupied block
  have h1 : P * X * P = P * X * P + P * X * P := by
    calc P * X * P = P * (X * P + P * X) * P := by rw [h]
      _ = P * X * (P * P) + (P * P) * X * P := by noncomm_ring
      _ = P * X * P + P * X * P := by rw [hP]
  have h0 : P * X * P = 0 := by
    calc P * X * P = (P * X * P + P * X * P) - P * X * P := by abel
      _ = P * X * P - P * X * P := by rw [← h1]
      _ = 0 := sub_self _
  refine ⟨h0, ?_⟩
  calc (1 - P) * X * (1 - P) = X - (X * P + P * X) + P * X * P := by noncomm_ring
    _ = 0 := by rw [h, h0, sub_self, add_zero]
```

The trace argument uses the first of these two blocks. `h2` is the chain $\operatorname{tr}(PX)=\operatorname{tr}(PPX)=\operatorname{tr}(PXP)=0$, and `Matrix.trace_mul_comm` supplies cyclicity.

```lean
/-- Every tangent vector at an idempotent density matrix is traceless. -/
theorem trace_tangent {P X : Matrix n n ℝ} (hP : P * P = P) (hX : IsTangent P X) :
    trace X = 0 := by
  have h : X * P + P * X = X := hX
  have h0 := (tangent_blocks hP hX).1
  have h2 : trace (P * X) = 0 := by
    calc trace (P * X) = trace (P * (P * X)) := by rw [← mul_assoc, hP]
      _ = trace (P * X * P) := Matrix.trace_mul_comm _ _
      _ = 0 := by rw [h0, Matrix.trace_zero]
  calc trace X = trace (X * P + P * X) := by rw [h]
    _ = 0 := by rw [Matrix.trace_add, Matrix.trace_mul_comm X P, h2, add_zero]
```

## Conservation of the electron number

The main theorem takes two functions of time, the density `P` and its velocity `D`. Its hypotheses are idempotency and the derivative relation at every real time; its conclusion is the pair of statements claimed at the start. `h0` combines `velocity_isTangent` and `trace_tangent`. `hN` differentiates the sum of diagonal entries, which identifies $dN/dt$ with $\operatorname{tr}D(t)$. A real function whose derivative vanishes everywhere is constant, and this gives the second part.

The theorem does not cover density matrices with complex entries, or fractional occupations of natural orbitals, which break idempotency. In a non-orthogonal basis with overlap matrix $S$, a single-determinant density satisfies $PSP=P$ and need not be idempotent itself. The product $PS$ is idempotent and has trace $N$, so the theorem applies to $PS$ if it is real and differentiable in time.

```lean
/-- Along a differentiable curve of idempotent density matrices the velocity is traceless
at all times, and the electron number `trace P` is the same at any two times. -/
theorem electron_number_constant {P D : ℝ → Matrix n n ℝ}
    (hP : ∀ t, P t * P t = P t) (hD : ∀ t, HasEntryDerivAt P (D t) t) :
    (∀ t, trace (D t) = 0) ∧ ∀ s t, trace (P s) = trace (P t) := by
  have h0 : ∀ t, trace (D t) = 0 := fun t =>
    trace_tangent (hP t) (velocity_isTangent hP (hD t))
  -- the rate of change of the electron number is the trace of the velocity
  have hN : ∀ t, HasDerivAt (fun s => trace (P s)) (trace (D t)) t := by
    intro t
    simp only [Matrix.trace, Matrix.diag_apply]
    exact HasDerivAt.fun_sum fun i _ => hD t i i
  refine ⟨h0, fun s t => ?_⟩
  exact is_const_of_deriv_eq_zero (fun x => (hN x).differentiableAt)
    (fun x => (hN x).deriv.trans (h0 x)) s t
```

## The tangent equation characterises velocities

The idempotency proof for $\gamma$ follows the hand derivation. `hB` and `hA` are the two vanishing squares, `hVU` says that the outer factors are inverse to each other, and `hM` says that the middle factor is idempotent. The auxiliary statement `key` then shows that $UMV$ is idempotent whenever $VU=1$ and $M^2=M$.

```lean
/-- For a tangent vector `X` at an idempotent `P`, the polynomial curve consists of idempotent
matrices. -/
theorem tangentCurve_idempotent {P X : Matrix n n ℝ} (hP : P * P = P)
    (hX : IsTangent P X) (t : ℝ) :
    tangentCurve P X t * tangentCurve P X t = tangentCurve P X t := by
  have h0 := (tangent_blocks hP hX).1
  have hB : X * P * (X * P) = 0 := by
    calc X * P * (X * P) = X * (P * X * P) := by noncomm_ring
      _ = 0 := by rw [h0, mul_zero]
  have hA : P * X * (P * X) = 0 := by
    calc P * X * (P * X) = (P * X * P) * X := by noncomm_ring
      _ = 0 := by rw [h0, zero_mul]
  have hPA : P * (P * X) = P * X := by rw [← mul_assoc, hP]
  -- the outer factors are inverse to each other
  have hVU : (1 - t • (X * P)) * (1 + t • (X * P)) = 1 := by
    simp only [sub_mul, mul_add, one_mul, mul_one, smul_mul_assoc, mul_smul_comm, hB,
      smul_zero, sub_zero]
    abel
  -- the middle factor is idempotent
  have hM : (P + t • (P * X)) * (P + t • (P * X)) = P + t • (P * X) := by
    simp only [add_mul, mul_add, smul_mul_assoc, mul_smul_comm, hP, h0, hPA, hA,
      smul_zero, add_zero]
  have key : ∀ U M V : Matrix n n ℝ, V * U = 1 → M * M = M →
      U * M * V * (U * M * V) = U * M * V := by
    intro U M V h1 h2
    calc U * M * V * (U * M * V) = U * (M * (V * U) * M) * V := by noncomm_ring
      _ = U * M * V := by rw [h1, mul_one, h2]
  exact key _ _ _ hVU hM
```

The equivalence states that, at an idempotent `P`, a matrix `X` solves the tangent equation exactly when some curve of idempotents passes through `P` at time zero with velocity `X`. The curve needs to be differentiable only at that time.

From left to right, the curve is `tangentCurve P X`. `haff` differentiates an affine matrix function, `h3` handles the factor with the minus sign, and two uses of the product rule give $XPP+PX-PXP$, which `e` reduces to `X`. From right to left, `velocity_isTangent` applies directly.

```lean
/-- The solutions of the tangent equation at an idempotent `P` are exactly the velocities at `P` of
curves of idempotent matrices. -/
theorem isTangent_iff_velocity {P : Matrix n n ℝ} (hP : P * P = P) (X : Matrix n n ℝ) :
    IsTangent P X ↔ ∃ γ : ℝ → Matrix n n ℝ,
      (∀ t, γ t * γ t = γ t) ∧ γ 0 = P ∧ HasEntryDerivAt γ X 0 := by
  constructor
  · intro hX
    refine ⟨tangentCurve P X, tangentCurve_idempotent hP hX, by simp [tangentCurve], ?_⟩
    have haff : ∀ C B : Matrix n n ℝ, HasEntryDerivAt (fun s => C + s • B) B 0 := by
      intro C B i j
      have h : HasDerivAt (fun s : ℝ => C i j + s * B i j) (B i j) 0 :=
        (((hasDerivAt_id' (0 : ℝ)).mul_const (B i j)).const_add (C i j)).congr_deriv
          (one_mul _)
      exact h
    have h3 : HasEntryDerivAt (fun s => (1 : Matrix n n ℝ) - s • (X * P)) (-(X * P)) 0 := by
      have h := haff 1 (-(X * P))
      simpa only [smul_neg, ← sub_eq_add_neg] using h
    -- differentiate the three factors at time zero
    have h := ((haff 1 (X * P)).mul (haff P (P * X))).mul h3
    simp only [zero_smul, add_zero, sub_zero, mul_one, one_mul] at h
    have e : X * P * P + P * X + P * -(X * P) = X := by
      have hX' : X * P + P * X = X := hX
      calc X * P * P + P * X + P * -(X * P)
          = X * (P * P) + P * X - P * X * P := by noncomm_ring
        _ = X := by rw [hP, (tangent_blocks hP hX).1, sub_zero, hX']
    rw [e] at h
    exact h
  · rintro ⟨γ, hγ, h0, hX⟩
    have h := velocity_isTangent hγ hX
    rwa [h0] at h
```

## A rotating orbital

One electron in the normalised orbital $(\cos t,\sin t)$ gives a concrete curve that satisfies the hypotheses of the main theorem. Its density is the outer product of the orbital with itself.

```lean
/-- The projector onto the real orbital `(cos t, sin t)` in a two-orbital basis. -/
def rotatingDensity (t : ℝ) : Matrix (Fin 2) (Fin 2) ℝ :=
  !![Real.cos t * Real.cos t, Real.cos t * Real.sin t;
     Real.cos t * Real.sin t, Real.sin t * Real.sin t]
```

By the double-angle formulas, the stated velocity is
$$D(t)=\begin{pmatrix}-\sin 2t&\cos 2t\\\cos 2t&\sin 2t\end{pmatrix}.$$
Its diagonal entries cancel: charge flows between the two basis orbitals while the total remains one electron. The first half of the proof checks the four entries of $P^2=P$ using $\sin^2 t+\cos^2 t=1$; the second differentiates each entry with the scalar product rule.

```lean
/-- The density of a rotating orbital is idempotent at all times and has the stated velocity. -/
theorem electron_number_constant_witness :
    (∀ t, rotatingDensity t * rotatingDensity t = rotatingDensity t) ∧
    ∀ t, HasEntryDerivAt rotatingDensity
      !![-(2 * (Real.cos t * Real.sin t)), Real.cos t * Real.cos t - Real.sin t * Real.sin t;
         Real.cos t * Real.cos t - Real.sin t * Real.sin t, 2 * (Real.cos t * Real.sin t)] t := by
  constructor
  · intro t
    have h := Real.sin_sq_add_cos_sq t
    unfold rotatingDensity
    generalize Real.cos t = c at *
    generalize Real.sin t = s at *
    have e1 : c * c * (c * c) + c * s * (c * s) = c * c := by linear_combination c * c * h
    have e2 : c * c * (c * s) + c * s * (s * s) = c * s := by linear_combination c * s * h
    have e3 : c * s * (c * c) + s * s * (c * s) = c * s := by linear_combination c * s * h
    have e4 : c * s * (c * s) + s * s * (s * s) = s * s := by linear_combination s * s * h
    rw [Matrix.mul_fin_two, e1, e2, e3, e4]
  · intro t
    have hc := Real.hasDerivAt_cos t
    have hs := Real.hasDerivAt_sin t
    have h00 : HasDerivAt (fun x => Real.cos x * Real.cos x)
        (-(2 * (Real.cos t * Real.sin t))) t := (hc.fun_mul hc).congr_deriv (by ring)
    have h01 : HasDerivAt (fun x => Real.cos x * Real.sin x)
        (Real.cos t * Real.cos t - Real.sin t * Real.sin t) t :=
      (hc.fun_mul hs).congr_deriv (by ring)
    have h11 : HasDerivAt (fun x => Real.sin x * Real.sin x)
        (2 * (Real.cos t * Real.sin t)) t := (hs.fun_mul hs).congr_deriv (by ring)
    intro i j
    fin_cases i <;> fin_cases j
    · exact h00
    · exact h01
    · exact h01
    · exact h11

end

end GrassmannTangent
```

```lean
#print axioms GrassmannTangent.electron_number_constant
-- 'GrassmannTangent.electron_number_constant' depends on axioms: [propext, Classical.choice, Quot.sound]
#print axioms GrassmannTangent.tangentCurve_idempotent
-- 'GrassmannTangent.tangentCurve_idempotent' depends on axioms: [propext, Classical.choice, Quot.sound]
#print axioms GrassmannTangent.isTangent_iff_velocity
-- 'GrassmannTangent.isTangent_iff_velocity' depends on axioms: [propext, Classical.choice, Quot.sound]
```
